# The lattice potential of a stack of charged sheets depends on how the charges are grouped into cells

Flat, uniformly charged sheets lie perpendicular to the $z$ axis. In Gaussian units a sheet of surface charge $s$ at height $x$ has the potential $-2\pi s|z-x|$, set to zero on the sheet itself. Take a group of sheets with no net charge and no dipole moment, so that its potential vanishes outside its outermost sheets. Repeating the group with period $a$ gives a periodic stack, and the potentials of the groups can be added up. The physical question is whether the total potential depends on which sheets are grouped together. In the examples below it does, but only by a constant, so the electric field is the same.

```lean
import Mathlib

open Real

namespace CellChoicePotential

noncomputable section
```

A group is a finitely supported function `q : ℝ →₀ ℝ`, which gives the surface charge at each height. Its potential is the sum over its sheets.

```lean
/-- The potential at height `z` of finitely many charged sheets, in Gaussian units: a sheet of
surface charge `s` at `x` contributes `-2π s |z - x|`. -/
def sheetPotential (q : ℝ →₀ ℝ) (z : ℝ) : ℝ :=
  q.sum fun x s => -2 * π * s * |z - x|
```

The groups studied here have surface charge $2$ at the origin and $-1$ at each of $\pm b$, for real $b$ of either sign. These numbers are multiples of a fixed surface charge $\sigma$, and the potentials found below are to be multiplied by $\sigma$. "Cell" means this set of charges and not a region of space, so its sheets may lie more than a period apart.

```lean
/-- The charges of one cell: a sheet of charge `2` at the origin and sheets of charge `-1`
at `b` and at `-b`. -/
def cell (b : ℝ) : ℝ →₀ ℝ :=
  Finsupp.single 0 2 - Finsupp.single b 1 - Finsupp.single (-b) 1
```

Write $\phi_b$ for the potential of `cell b`. Repeating the cell puts the charge $\rho_b(x)=\sum_n q(x-na)$ at height $x$, where $q$ is `cell b` and $n$ runs over the integers.

```lean
/-- The total surface charge at `x` when the cell `q` is repeated with period `a ≠ 0`. -/
def latticeCharge (a : ℝ) (q : ℝ →₀ ℝ) (x : ℝ) : ℝ :=
  ∑ᶠ n : ℤ, q (x - n * a)
```

The lattice potential is $V_b(z)=\sum_n\phi_b(z-na)$. The symbol `∑ᶠ` denotes a sum with finitely many nonzero terms; part (c) shows that this is the case here.

```lean
/-- The sum at `z` of the potentials of all translates of the cell `q` by multiples of `a`,
for cells and periods where only finitely many terms are nonzero. -/
def latticePotential (a : ℝ) (q : ℝ →₀ ℝ) (z : ℝ) : ℝ :=
  ∑ᶠ n : ℤ, sheetPotential q (z - n * a)
```

The average of a function over one period is taken from $0$ to $a$.

```lean
/-- The average of `f` over one period `a ≠ 0`. -/
def cellAverage (a : ℝ) (f : ℝ → ℝ) : ℝ :=
  (∫ z in (0 : ℝ)..a, f z) / a
```

All results about the lattice assume $a>0$. The model has finitely many ideal sheets per cell; the theorems do not cover the continuous plane-averaged electron density of a real crystal.

## (a) The potential of one cell

Show that
$$\phi_b(z)=-2\pi\,(2|z|-|z-b|-|z+b|).$$

**Solution.** The three sheets contribute $-4\pi|z|$, $+2\pi|z-b|$ and $+2\pi|z+b|$, and these add up to the formula. In Lean, `Finsupp.sum_sub_index` splits the sum over the three sheets. It needs only that a contribution is additive in the charge, so the case $b=0$, where all charges cancel, is included.

```lean
/-- The potential of one cell is `-2π (2|z| - |z - b| - |z + b|)`. -/
theorem cell_potential (b z : ℝ) :
    sheetPotential (cell b) z = -2 * π * (2 * |z| - |z - b| - |z + b|) := by
  unfold sheetPotential cell
  rw [Finsupp.sum_sub_index, Finsupp.sum_sub_index]
  · simp only [Finsupp.sum_single_index, mul_zero, zero_mul, sub_zero, sub_neg_eq_add]
    ring
  · intros
    ring
  · intros
    ring
```

## (b) The field-free region

Show that
$$\phi_b(z)=0\quad\text{whenever } |z|\ge|b|.$$

**Solution.** If $z\ge|b|$, then $z-b$ and $z+b$ are both nonnegative, and the bracket is $2z-(z-b)-(z+b)=0$. If $z\le-|b|$, all signs reverse and the bracket is $-2z+(z-b)+(z+b)=0$. The proof splits each absolute value by sign with `abs_cases`, and `linarith` settles every combination.

```lean
/-- The potential of one cell vanishes outside its outer sheets. -/
theorem cell_potential_eq_zero {b z : ℝ} (h : |b| ≤ |z|) :
    sheetPotential (cell b) z = 0 := by
  have h0 : 2 * |z| - |z - b| - |z + b| = 0 := by
    rcases abs_cases z with h1 | h1 <;> rcases abs_cases b with h2 | h2 <;>
      rcases abs_cases (z - b) with h3 | h3 <;> rcases abs_cases (z + b) with h4 | h4 <;>
      linarith
  rw [cell_potential, h0, mul_zero]
```

## (c) Finitely many cells matter near a point

Show that every $z$ has a neighbourhood $U$ for which
$$\{n\in\mathbb Z:\ \phi_b(w-na)\ne0\ \text{for some } w\in U\}\ \text{is finite}.$$

**Solution.** Take $U$ to be the points $w$ with $|w-z|<1$. By (b), a nonzero term requires $|w-na|<|b|$, hence $|z-na|<1+|b|$, and therefore
$$\frac{z-1-|b|}{a}<n<\frac{z+1+|b|}{a}.$$
Only finitely many integers satisfy this. `LocallyFinite` states the property for the supports of the summands, and the proof encloses $n$ between the floor and the ceiling of these bounds.

```lean
/-- For a period `a > 0` the lattice sum is locally finite: near any point only finitely many
cells contribute to the potential. -/
theorem locallyFinite_potential {a : ℝ} (ha : 0 < a) (b : ℝ) :
    LocallyFinite fun n : ℤ =>
      Function.support fun z : ℝ => sheetPotential (cell b) (z - n * a) := by
  intro z
  refine ⟨Metric.ball z 1, Metric.ball_mem_nhds z one_pos,
    (Set.finite_Icc ⌊(z - 1 - |b|) / a⌋ ⌈(z + 1 + |b|) / a⌉).subset ?_⟩
  rintro n ⟨w, hw, hwz⟩
  have h1 : |w - n * a| < |b| := by
    by_contra h
    exact hw (cell_potential_eq_zero (not_lt.mp h))
  rw [Metric.mem_ball, Real.dist_eq, abs_lt] at hwz
  rw [abs_lt] at h1
  constructor
  · have h2 : (z - 1 - |b|) / a ≤ n := by
      rw [div_le_iff₀ ha]
      linarith
    exact_mod_cast (Int.floor_le _).trans h2
  · have h2 : (n : ℝ) ≤ (z + 1 + |b|) / a := by
      rw [le_div_iff₀ ha]
      linarith
    exact_mod_cast h2.trans (Int.le_ceil _)
```

## (d) The periodic charges after a shift

Show that for every integer $m$
$$\rho_{b+ma}=\rho_b.$$

**Solution.** Let $N_c(x)$ be the number of integers $n$ with $x-na=c$. It is $0$ or $1$, because $a\neq0$. Then
$$\rho_b=2N_0-N_b-N_{-b}.$$
For an integer $k$, the equation $x-na=c+ka$ is the same as $x-(n+k)a=c$, so renumbering the translates gives $N_{c+ka}=N_c$. Apply this to $b+ma$ with $k=m$, and to $-(b+ma)=-b+(-m)a$ with $k=-m$.

In the proof, `fin` shows that each sum has finitely many nonzero terms, `split` is the formula for $\rho_b$, and `shift` is the renumbering.

```lean
/-- For a period `a > 0`, moving the outer sheets from `±b` to `±(b + m a)` with `m` an integer
leaves the periodic charges unchanged. -/
theorem latticeCharge_shift {a : ℝ} (ha : 0 < a) (b : ℝ) (m : ℤ) :
    latticeCharge a (cell (b + m * a)) = latticeCharge a (cell b) := by
  funext x
  -- each sheet of the cell has at most one translate at `x`
  have fin : ∀ c s : ℝ,
      (Function.support fun n : ℤ => Finsupp.single c s (x - n * a)).Finite := by
    intro c s
    have key : ∀ n : ℤ, Finsupp.single c s (x - n * a) ≠ 0 → c = x - n * a := by
      intro n h
      by_contra hc
      exact h (by rw [Finsupp.single_apply, if_neg hc])
    apply Set.Subsingleton.finite
    intro n hn k hk
    have h : (n : ℝ) * a = k * a := by linarith [key n hn, key k hk]
    exact_mod_cast mul_right_cancel₀ ha.ne' h
  have split : ∀ c : ℝ, latticeCharge a (cell c) x =
      ∑ᶠ n : ℤ, Finsupp.single (0 : ℝ) (2 : ℝ) (x - n * a)
        - ∑ᶠ n : ℤ, Finsupp.single c (1 : ℝ) (x - n * a)
        - ∑ᶠ n : ℤ, Finsupp.single (-c) (1 : ℝ) (x - n * a) := by
    intro c
    simp only [latticeCharge, cell, Finsupp.sub_apply]
    rw [finsum_sub_distrib (((fin 0 2).union (fin c 1)).subset (Function.support_sub _ _))
      (fin (-c) 1), finsum_sub_distrib (fin 0 2) (fin c 1)]
  -- a shift by whole periods only renumbers the translates
  have shift : ∀ (c : ℝ) (k : ℤ), ∑ᶠ n : ℤ, Finsupp.single (c + k * a) (1 : ℝ) (x - n * a) =
      ∑ᶠ n : ℤ, Finsupp.single c (1 : ℝ) (x - n * a) := by
    intro c k
    refine (finsum_congr fun n => ?_).trans (finsum_comp_equiv (Equiv.addRight k)
      (f := fun n : ℤ => Finsupp.single c (1 : ℝ) (x - n * a)))
    change Finsupp.single (c + k * a) (1 : ℝ) (x - n * a) =
      Finsupp.single c (1 : ℝ) (x - ((n + k : ℤ) : ℝ) * a)
    have h : c + k * a = x - n * a ↔ c = x - ((n + k : ℤ) : ℝ) * a := by
      push_cast
      constructor <;> intro h <;> linarith
    rw [Finsupp.single_apply, Finsupp.single_apply]
    by_cases hc : c = x - ((n + k : ℤ) : ℝ) * a
    · rw [if_pos (h.2 hc), if_pos hc]
    · rw [if_neg (fun h' => hc (h.1 h')), if_neg hc]
  have hneg : -(b + m * a) = -b + ((-m : ℤ) : ℝ) * a := by
    push_cast
    ring
  rw [split, split, hneg, shift, shift]
```

## (e) A telescoping sum over all integers

Let $F(n)=L$ for $n\le M$ and $F(n)=R$ for $n\ge M+k$, with $M$ an integer and $k$ a natural number. Show that
$$\sum_{n\in\mathbb Z}\bigl(F(n+1)-F(n)\bigr)=R-L.$$

**Solution.** The terms with $n<M$ or $n\ge M+k$ vanish. The remaining ones telescope:
$$\sum_{n=M}^{M+k-1}\bigl(F(n+1)-F(n)\bigr)=F(M+k)-F(M)=R-L.$$
For $k=0$ the sum is empty and $L=R$. The step `tele` proves the finite sum by induction on its length.

```lean
/-- A sum of successive differences over all integers equals the right end value minus the left
end value, if the sequence is constant from some point on in both directions. -/
theorem finsum_telescope (F : ℤ → ℝ) (L R : ℝ) (M : ℤ) (k : ℕ)
    (hl : ∀ n ≤ M, F n = L) (hr : ∀ n, M + k ≤ n → F n = R) :
    ∑ᶠ n : ℤ, (F (n + 1) - F n) = R - L := by
  have tele : ∀ j : ℕ, ∑ n ∈ Finset.Ico M (M + j), (F (n + 1) - F n) = F (M + j) - F M := by
    intro j
    induction j with
    | zero => simp
    | succ j ih =>
      have hI : Finset.Ico M (M + (j + 1 : ℕ)) = insert (M + (j : ℤ)) (Finset.Ico M (M + j)) := by
        ext n
        simp only [Finset.mem_Ico, Finset.mem_insert]
        omega
      have hc : M + ((j + 1 : ℕ) : ℤ) = M + j + 1 := by
        push_cast
        ring
      rw [hI, Finset.sum_insert (by simp), ih, hc]
      ring
  rw [finsum_eq_sum_of_support_subset (s := Finset.Ico M (M + k)), tele,
    hr _ le_rfl, hl _ le_rfl]
  intro n hn
  rw [Finset.mem_coe, Finset.mem_Ico]
  by_contra h
  apply hn
  change F (n + 1) - F n = 0
  by_cases h1 : n < M
  · rw [hl n (by omega), hl (n + 1) (by omega), sub_self]
  · rw [hr n (by omega), hr (n + 1) (by omega), sub_self]
```

## (f) Moving the outer sheets by one period

Show that at every $z$
$$V_{b+a}(z)-V_b(z)=4\pi(a+2b).$$

**Solution.** Put $u=z-na$. The terms in $|u|$ cancel, and by (a)
$$\phi_{b+a}(u)-\phi_b(u)=2\pi\bigl(|u-b-a|+|u+b+a|-|u-b|-|u+b|\bigr).$$
Define $F(n)=2\pi\bigl(|u-b|-|u+a+b|\bigr)$. Raising $n$ by one replaces $u$ by $u-a$, so
$$F(n+1)=2\pi\bigl(|u-a-b|-|u+b|\bigr),$$
and the difference above is $F(n+1)-F(n)$.

Choose a natural number $K$ with $Ka\ge|z|+|b|+a$. For $n\le-K$ both arguments in $F(n)$ are nonnegative, and $F(n)=-2\pi(a+2b)$. For $n\ge K$ both are nonpositive, and $F(n)=2\pi(a+2b)$. Part (e) with $M=-K$ and $k=2K$ gives $4\pi(a+2b)$.

A plausible but wrong argument renumbers the translates of each sheet separately, as in (d), and concludes that the potential is unchanged. The potentials of the translates of a single charged sheet have no convergent sum, so the total may not be split in this way. In Lean such a sum `∑ᶠ` would silently be $0$, which is why `finsum_sub_distrib` asks for finite supports; here (c) supplies them for whole cells.

```lean
/-- For a period `a > 0`, moving the outer sheets from `±b` to `±(b + a)` raises the lattice
potential by `4π (a + 2b)` at every point. -/
theorem latticePotential_add_period {a : ℝ} (ha : 0 < a) (b z : ℝ) :
    latticePotential a (cell (b + a)) z - latticePotential a (cell b) z
      = 4 * π * (a + 2 * b) := by
  have hf : ∀ c : ℝ,
      (Function.support fun n : ℤ => sheetPotential (cell c) (z - n * a)).Finite :=
    fun c => (locallyFinite_potential ha c).point_finite z
  unfold latticePotential
  rw [← finsum_sub_distrib (hf (b + a)) (hf b)]
  -- the summand is a difference of successive values of `F`
  let F : ℤ → ℝ := fun n => 2 * π * (|z - n * a - b| - |z - n * a + a + b|)
  have hF : ∀ n : ℤ, sheetPotential (cell (b + a)) (z - n * a)
      - sheetPotential (cell b) (z - n * a) = F (n + 1) - F n := by
    intro n
    have e1 : z - ((n + 1 : ℤ) : ℝ) * a - b = z - n * a - (b + a) := by
      push_cast
      ring
    have e2 : z - ((n + 1 : ℤ) : ℝ) * a + a + b = z - n * a + b := by
      push_cast
      ring
    have e3 : z - n * a + a + b = z - n * a + (b + a) := by ring
    simp only [F]
    rw [cell_potential, cell_potential, e1, e2, e3]
    ring
  rw [finsum_congr hF]
  obtain ⟨K, hK⟩ := exists_nat_ge ((|z| + |b| + a) / a)
  rw [div_le_iff₀ ha] at hK
  have hz := abs_le.mp (le_refl |z|)
  have hb := abs_le.mp (le_refl |b|)
  -- far from `z` both absolute values have a fixed sign
  rw [finsum_telescope F (-(2 * π * (a + 2 * b))) (2 * π * (a + 2 * b)) (-(K : ℤ)) (2 * K)]
  · ring
  · intro n hn
    have h1 : (n : ℝ) ≤ -(K : ℝ) := by exact_mod_cast hn
    have h2 : (n : ℝ) * a ≤ -(K : ℝ) * a := mul_le_mul_of_nonneg_right h1 ha.le
    simp only [F]
    rw [abs_of_nonneg (by linarith), abs_of_nonneg (by linarith)]
    ring
  · intro n hn
    have h0 : (K : ℤ) ≤ n := by
      push_cast at hn
      linarith
    have h1 : (K : ℝ) ≤ n := by exact_mod_cast h0
    have h2 : (K : ℝ) * a ≤ n * a := mul_le_mul_of_nonneg_right h1 ha.le
    simp only [F]
    rw [abs_of_nonpos (by linarith), abs_of_nonpos (by linarith)]
    ring
```

## (g) Moving them by any number of periods

Show that for every integer $m$ and every $z$
$$V_{b+ma}(z)-V_b(z)=4\pi m(2b+ma).$$

**Solution.** For $m=0$ both sides vanish. Going up from $m=i$ to $i+1$, part (f) applied at $b+ia$ adds $4\pi(a+2b+2ia)$, and
$$i(2b+ia)+a+2b+2ia=(i+1)\bigl(2b+(i+1)a\bigr).$$
Going down from $m=-i$ to $-(i+1)$, part (f) applied at $b-(i+1)a$ is subtracted:
$$-i(2b-ia)-\bigl(2b-(2i+1)a\bigr)=-(i+1)\bigl(2b-(i+1)a\bigr).$$
`Int.induction_on` has these two branches, and `linear_combination` does the algebra.

```lean
/-- For a period `a > 0`, moving the outer sheets from `±b` to `±(b + m a)` with `m` an integer
raises the lattice potential by `4π m (2b + m a)` at every point. -/
theorem latticePotential_shift {a : ℝ} (ha : 0 < a) (b z : ℝ) (m : ℤ) :
    latticePotential a (cell (b + m * a)) z - latticePotential a (cell b) z
      = 4 * π * (m * (2 * b + m * a)) := by
  induction m using Int.induction_on with
  | zero => simp
  | succ i ih =>
    have h := latticePotential_add_period ha (b + (i : ℝ) * a) z
    rw [show b + (i : ℝ) * a + a = b + ((i : ℝ) + 1) * a by ring] at h
    push_cast at ih ⊢
    linear_combination h + ih
  | pred i ih =>
    have h := latticePotential_add_period ha (b + (-(i : ℝ) - 1) * a) z
    rw [show b + (-(i : ℝ) - 1) * a + a = b + -(i : ℝ) * a by ring] at h
    push_cast at ih ⊢
    linear_combination ih - h
```

## (h) Two cells for the same charges

Compare the cells with outer sheets at $\pm3a/4$ and at $\pm a/4$. Show that
$$\rho_{3a/4}=\rho_{a/4},\qquad V_{3a/4}(z)-V_{a/4}(z)=2\pi a\quad\text{for all } z.$$

**Solution.** The cell is symmetric under $b\to-b$, so $a/4$ may be replaced by $-a/4$, and $3a/4=-a/4+a$. Part (d) with $m=1$ gives equal charges. Part (g) with $b=-a/4$ and $m=1$ gives $4\pi(-a/2+a)=2\pi a$. The steps `hs` and `hp` are these two rewritings.

```lean
/-- For a period `a > 0`, the cells with outer sheets at `±3a/4` and at `±a/4` give the same
periodic charges, but their lattice potentials differ by `2π a` at every point. -/
theorem potential_depends_on_cell {a : ℝ} (ha : 0 < a) :
    latticeCharge a (cell (3 * a / 4)) = latticeCharge a (cell (a / 4)) ∧
      ∀ z, latticePotential a (cell (3 * a / 4)) z - latticePotential a (cell (a / 4)) z
        = 2 * π * a := by
  -- the cell is symmetric, so `a/4` may be replaced by `-a/4`, one period below `3a/4`
  have hs : cell (a / 4) = cell (-(a / 4)) := by
    simp only [cell, neg_neg]
    abel
  have hp : 3 * a / 4 = -(a / 4) + ((1 : ℤ) : ℝ) * a := by
    push_cast
    ring
  rw [hs, hp]
  refine ⟨latticeCharge_shift ha _ 1, fun z => ?_⟩
  rw [latticePotential_shift ha]
  push_cast
  ring
```

## (i) The average potential

Write $\langle V\rangle=\frac1a\int_0^aV(z)\,dz$. Show that
$$\langle V_{b+ma}\rangle-\langle V_b\rangle=4\pi m(2b+ma).$$

**Solution.** Each $\phi_b$ is continuous, and by (c) $V_b$ is near any point a finite sum of continuous functions. It is therefore continuous and integrable over a period. The difference of the averages is the average of the difference, which by (g) is a constant. The proof follows the same order: `hc` is the continuity, and `intervalIntegral.integral_sub` joins the two integrals.

Integrating $\phi_b$ by hand gives $\langle V_b\rangle=4\pi b^2/a$, which agrees with this difference, although the theorem states only the difference.

In periodic electronic-structure calculations the average potential is the Fourier component at reciprocal vector $G=0$; for these stacks of finitely many sheets per cell, the periodic charges alone do not fix its value when the potential is summed cell by cell.

```lean
/-- For a period `a > 0`, moving the outer sheets from `±b` to `±(b + m a)` with `m` an integer
raises the cell average of the lattice potential by `4π m (2b + m a)`. -/
theorem cellAverage_shift {a : ℝ} (ha : 0 < a) (b : ℝ) (m : ℤ) :
    cellAverage a (latticePotential a (cell (b + m * a)))
      - cellAverage a (latticePotential a (cell b)) = 4 * π * (m * (2 * b + m * a)) := by
  -- local finiteness makes the potential continuous, hence integrable over a cell
  have hc : ∀ c : ℝ, Continuous (latticePotential a (cell c)) := by
    intro c
    refine continuous_finsum (fun n => ?_) (locallyFinite_potential ha c)
    simp only [cell_potential]
    fun_prop
  unfold cellAverage
  rw [← sub_div, ← intervalIntegral.integral_sub ((hc _).intervalIntegrable _ _)
    ((hc _).intervalIntegrable _ _)]
  simp only [latticePotential_shift ha, intervalIntegral.integral_const, smul_eq_mul, sub_zero]
  exact mul_div_cancel_left₀ _ ha.ne'

end

end CellChoicePotential
```

```lean
#print axioms CellChoicePotential.potential_depends_on_cell
#print axioms CellChoicePotential.cellAverage_shift
```

```
'CellChoicePotential.potential_depends_on_cell' depends on axioms: [propext, Classical.choice, Quot.sound]
'CellChoicePotential.cellAverage_shift' depends on axioms: [propext, Classical.choice, Quot.sound]
```
